# Bounding the difference of two Jost-type amplitudes by the difference of their waves

For k > 0 and a real potential U, the theorem `jost_comparison` compares the amplitudes F(r) = 1 + (1/k) ∫₀ʳ exp(iks) U φ ds built from two real waves φ and χ. The potential and both waves are continuous on a finite interval [0, R], but the waves need not solve a Schrödinger equation. With N(r) = ∫₀ʳ |U|/k ds, it states that if |φ − χ| ≤ a exp(N/2) − b throughout [0, R], then at each r in [0, R] the amplitudes differ in modulus by at most 2a(exp(N/2) − 1) − bN. The attempt writes the difference as one integral, uses that the phase has modulus one, and integrates the resulting bound in closed form from N′ = |U|/k.

The first attempt, which Lean rejects:

```lean
import Mathlib

open Complex Set MeasureTheory
open scoped ComplexConjugate

namespace JostComparison

noncomputable section

/-- The accumulated strength `N(r) = ∫₀ʳ |U| / k` of the potential, for `k > 0`. -/
def strength (k : ℝ) (U : ℝ → ℝ) (r : ℝ) : ℝ := ∫ s in (0 : ℝ)..r, |U s| / k

/-- The amplitude `F(r) = 1 + (1/k) ∫₀ʳ exp(iks) U φ ds` built from a wave `φ`, for `k > 0`. -/
def jost (k : ℝ) (U φ : ℝ → ℝ) (r : ℝ) : ℂ :=
  1 + 1 / (k : ℂ) * ∫ s in (0 : ℝ)..r, exp (I * k * s) * ((U s : ℂ) * (φ s : ℂ))

variable {k R r : ℝ} {U φ φ' χ : ℝ → ℝ}

/-- For a potential continuous on `[0, R]`, the strength is continuous there and grows at
the rate `|U| / k` in the interior. -/
theorem strength_growth (hR : 0 ≤ R) (hU : ContinuousOn U (Icc 0 R)) :
    ContinuousOn (strength k U) (Icc 0 R) ∧
      ∀ s ∈ Ioo 0 R, HasDerivAt (strength k U) (|U s| / k) s := by
  have hc : ContinuousOn (fun s => |U s| / k) (Icc 0 R) := hU.abs.div_const k
  constructor
  · have h := intervalIntegral.continuousOn_primitive_interval (μ := volume) (a := 0) (b := R)
      (f := fun s => |U s| / k) (by rw [uIcc_of_le hR]; exact hc.integrableOn_Icc)
    rw [uIcc_of_le hR] at h
    exact h
  · intro s hs
    have h := intervalIntegral.integral_hasDerivAt_right
      ((hc.mono (Icc_subset_Icc_right hs.2.le)).intervalIntegrable_of_Icc (μ := volume) hs.1.le)
      ((hc.mono Ioo_subset_Icc_self).stronglyMeasurableAtFilter isOpen_Ioo s hs)
      (hc.continuousAt (Icc_mem_nhds hs.1 hs.2))
    exact h

/-- A phase factor `exp(iks)` has modulus one. -/
theorem norm_phase (k s : ℝ) : ‖exp (I * k * s)‖ = 1 := by
  rw [show I * k * s = ((k * s : ℝ) : ℂ) * I by push_cast; ring, norm_exp_ofReal_mul_I]

/-- Let `k > 0` and `U`, `φ`, `χ` be continuous on `[0, R]`. If two waves differ by at most
`a exp(N/2) - b`, their amplitudes `F` differ by at most `2a (exp(N/2) - 1) - b N`. -/
theorem jost_comparison (hk : 0 < k) (hU : ContinuousOn U (Icc 0 R))
    (hφ : ContinuousOn φ (Icc 0 R)) (hχ : ContinuousOn χ (Icc 0 R)) (a b : ℝ)
    (hB : ∀ s ∈ Icc 0 R, |φ s - χ s| ≤ a * Real.exp (strength k U s / 2) - b)
    (hr : r ∈ Icc 0 R) :
    ‖jost k U φ r - jost k U χ r‖ ≤
      2 * a * (Real.exp (strength k U r / 2) - 1) - b * strength k U r := by
  have hN := strength_growth (k := k) (hr.1.trans hr.2) hU
  have hsub := Icc_subset_Icc_right (a := (0 : ℝ)) hr.2
  have hi : ∀ f : ℝ → ℝ, ContinuousOn f (Icc 0 R) → IntervalIntegrable
      (fun s : ℝ => exp (I * k * s) * ((U s : ℂ) * (f s : ℂ))) volume 0 r := fun f hf =>
    ((by fun_prop : Continuous fun s : ℝ => exp (I * k * s)).continuousOn.mul
      ((continuous_ofReal.comp_continuousOn (hU.mono hsub)).mul
        (continuous_ofReal.comp_continuousOn (hf.mono hsub)))).intervalIntegrable_of_Icc hr.1
  have hdiff : jost k U φ r - jost k U χ r = ∫ s in (0 : ℝ)..r,
      1 / (k : ℂ) * (exp (I * k * s) * ((U s : ℂ) * ((φ s - χ s : ℝ) : ℂ))) := by
    unfold jost
    rw [intervalIntegral.integral_const_mul, add_sub_add_left_eq_sub, ← mul_sub,
      ← intervalIntegral.integral_sub (hi φ hφ) (hi χ hχ)]
    congr 1
    apply intervalIntegral.integral_congr
    intro s _
    push_cast
    ring
  have cE : ContinuousOn (fun s => Real.exp (strength k U s / 2)) (Icc 0 r) :=
    ((hN.1.mono hsub).div_const 2).rexp
  have hint : IntervalIntegrable
      (fun s => |U s| / k * (a * Real.exp (strength k U s / 2) - b)) volume 0 r :=
    (((hU.mono hsub).abs.div_const k).mul
      ((continuousOn_const.mul cE).sub continuousOn_const)).intervalIntegrable_of_Icc hr.1
  -- the majorant integrates in closed form because `N' = |U| / k`
  have hI := intervalIntegral.integral_eq_sub_of_hasDerivAt_of_le hr.1
    (f := fun s => 2 * a * Real.exp (strength k U s / 2) - b * strength k U s)
    ((continuousOn_const.mul cE).sub (continuousOn_const.mul (hN.1.mono hsub)))
    (fun s hs => by
      have hs' := hN.2 s ⟨hs.1, hs.2.trans_le hr.2⟩
      exact (((hs'.div_const 2).exp.const_mul (2 * a)).fun_sub
        (hs'.const_mul b)).congr_deriv (by ring)) hint
  have hN0 : strength k U 0 = 0 := by simp [strength]
  rw [hdiff]
  refine (intervalIntegral.norm_integral_le_of_norm_le hr.1
    (Filter.Eventually.of_forall fun s hs => ?_) hint).trans (le_of_eq ?_)
  · have hn : ‖1 / (k : ℂ) * (exp (I * k * s) * ((U s : ℂ) * ((φ s - χ s : ℝ) : ℂ)))‖
        = |U s| / k * |φ s - χ s| := by
      rw [norm_mul, norm_mul, norm_mul, norm_phase, norm_div, norm_one, norm_real, norm_real,
        norm_real, Real.norm_eq_abs, Real.norm_eq_abs, Real.norm_eq_abs, abs_of_pos hk]
      ring
    rw [hn]
    exact mul_le_mul_of_nonneg_left (hB s ⟨hs.1.le, hs.2.trans hr.2⟩) (by positivity)
  · rw [hI, hN0, zero_div, Real.exp_zero]
    ring

end

end JostComparison
```

Messages:

```
Main.lean:50:15: error: don't know how to synthesize implicit argument `b`
  @Icc_subset_Icc_right ℝ Real.instPreorder R r ?m.126 hr.right 0
context:
k R r : ℝ
U φ χ : ℝ → ℝ
hk : 0 < k
hU : ContinuousOn U (Icc 0 R)
hφ : ContinuousOn φ (Icc 0 R)
hχ : ContinuousOn χ (Icc 0 R)
a b : ℝ
hB : ∀ s ∈ Icc 0 R, |φ s - χ s| ≤ a * Real.exp (strength k U s / 2) - b
hr : r ∈ Icc 0 R
hN : ContinuousOn (strength k U) (Icc 0 R) ∧ ∀ s ∈ Ioo 0 R, HasDerivAt (strength k U) (|U s| / k) s
⊢ ℝ
Main.lean:50:7: error: failed to infer `have` declaration type
Main.lean:48:74: error: unsolved goals
k R r : ℝ
U φ χ : ℝ → ℝ
hk : 0 < k
hU : ContinuousOn U (Icc 0 R)
hφ : ContinuousOn φ (Icc 0 R)
hχ : ContinuousOn χ (Icc 0 R)
a b : ℝ
hB : ∀ s ∈ Icc 0 R, |φ s - χ s| ≤ a * Real.exp (strength k U s / 2) - b
hr : r ∈ Icc 0 R
hN : ContinuousOn (strength k U) (Icc 0 R) ∧ ∀ s ∈ Ioo 0 R, HasDerivAt (strength k U) (|U s| / k) s
⊢ ‖jost k U φ r - jost k U χ r‖ ≤ 2 * a * (Real.exp (strength k U r / 2) - 1) - b * strength k U r
```

Cause. The first message shows `(a := 0)` landing in the wrong place. In `Icc_subset_Icc_right` the left endpoint is called `b`, and no argument of the lemma itself is called `a`. Lean therefore unfolded the inclusion into "every element of the first set lies in the second" and took 0 as that element, which is why 0 comes after `hr.right` in the printed term. The left endpoint was left undetermined.

The other two messages follow from this: `hsub` has no type that Lean can infer, and the proof stops there with its main goal open. The repair states the type of `hsub` as `Icc 0 r ⊆ Icc 0 R`, which fixes the left endpoint without naming an argument.

The second change, near the end, answers none of the messages, since Lean never got that far. It moves the simplifications after `rw [hI]` into `simp only`, which can also evaluate any function still standing applied to an endpoint. The messages do not show whether the original line would have failed.

The repair, with which the file compiles:

```diff
@@ -48,5 +48,5 @@
       2 * a * (Real.exp (strength k U r / 2) - 1) - b * strength k U r := by
   have hN := strength_growth (k := k) (hr.1.trans hr.2) hU
-  have hsub := Icc_subset_Icc_right (a := (0 : ℝ)) hr.2
+  have hsub : Icc 0 r ⊆ Icc 0 R := Icc_subset_Icc_right hr.2
   have hi : ∀ f : ℝ → ℝ, ContinuousOn f (Icc 0 R) → IntervalIntegrable
       (fun s : ℝ => exp (I * k * s) * ((U s : ℂ) * (f s : ℂ))) volume 0 r := fun f hf =>
@@ -89,5 +89,6 @@
     rw [hn]
     exact mul_le_mul_of_nonneg_left (hB s ⟨hs.1.le, hs.2.trans hr.2⟩) (by positivity)
-  · rw [hI, hN0, zero_div, Real.exp_zero]
+  · rw [hI]
+    simp only [hN0, zero_div, Real.exp_zero]
     ring
 
```
